# The momentum projectors of a translation with T^N = 1, N ≥ 1, are orthogonal, idempotent and complete

Let N ≥ 1 be the number of cells in a ring, and let T be the translation by one cell. The Born–von Karman condition, that N translations lead back to the start, reads T^N = 1. With w = exp(2πi/N) and an integer momentum label k, define

P_k = (1/N) Σ_{n=0}^{N−1} w^(−kn) T^n.

For lattice spacing a and the convention (Tψ)(x) = ψ(x+a), the label k stands for the crystal momentum 2πk/(Na) in units of ħ; with (Tψ)(x) = ψ(x−a) the sign of the momentum is reversed. Since w^N = 1, labels that differ by a multiple of N give the same P_k.

In Lean 4 with Mathlib:

```lean
import Mathlib

open Finset

namespace MomentumProjectors

noncomputable section
```

The first line loads the library Mathlib. Opening `Finset` gives access to `range N`, the set {0, …, N−1} over which all the sums run.

```lean
/-- The elementary Bloch phase `w = exp(2πi/N)` of a ring of `N ≥ 1` cells. -/
def blochPhase (N : ℕ) : ℂ := Complex.exp (2 * Real.pi * Complex.I / N)
```

This is w. The argument `N : ℕ` is a natural number, and the result is a complex number.

```lean
variable {A : Type*} [Ring A] [Algebra ℂ A] {N : ℕ}

/-- The momentum projector `P_k = (1/N) ∑_{n<N} w^(-kn) T^n` built from a translation `T`,
for `N ≥ 1`. -/
def momentumProjector (N : ℕ) (T : A) (k : ℤ) : A :=
  (N : ℂ)⁻¹ • ∑ n ∈ range N, blochPhase N ^ (-(k * (n : ℤ))) • T ^ n
```

The translation lives in `A`, any algebra over ℂ, commutative or not. It may consist of matrices or of operators on a many-particle space. The sign `•` multiplies an algebra element by a complex number, and `(n : ℤ)` reads n as an integer so that negative exponents make sense. The condition T^N = 1 is not part of the definition; the theorems that need it assume it as `hT`.

## Sums of phases

```lean
theorem blochPhase_ne_zero (N : ℕ) : blochPhase N ≠ 0 := Complex.exp_ne_zero _
```

Because w is not zero, its integer powers obey w^m w^n = w^(m+n).

```lean
theorem blochPhase_primitive (hN : N ≠ 0) : IsPrimitiveRoot (blochPhase N) N :=
  Complex.isPrimitiveRoot_exp N hN
```

A primitive N-th root of unity satisfies w^m = 1 exactly when N divides m. The hypothesis `hN : N ≠ 0` expresses N ≥ 1.

```lean
/-- Discrete Fourier sum: for `N ≥ 1`, the phases `w^(mn)` with `n < N` add up to `N` if `N`
divides `m`, and to zero otherwise. -/
theorem sum_blochPhase (hN : N ≠ 0) (m : ℤ) :
    ∑ n ∈ range N, blochPhase N ^ (m * (n : ℤ)) = if (N : ℤ) ∣ m then (N : ℂ) else 0 := by
  have hw := blochPhase_primitive hN
  have hz : ∀ n : ℕ, blochPhase N ^ (m * (n : ℤ)) = (blochPhase N ^ m) ^ n := fun n => by
    rw [zpow_mul, zpow_natCast]
  simp only [hz]
  split_ifs with h
  · rw [(hw.zpow_eq_one_iff_dvd m).2 h]
    simp
  · -- a geometric series whose ratio is an N-th root of unity other than 1
    have h1 : blochPhase N ^ m ≠ 1 := fun e => h ((hw.zpow_eq_one_iff_dvd m).1 e)
    have hp : (blochPhase N ^ m) ^ N = 1 := by
      rw [← hz]
      exact (hw.zpow_eq_one_iff_dvd _).2 ⟨m, by ring⟩
    rw [geom_sum_eq h1, hp, sub_self, zero_div]
```

The theorem evaluates Σ_n w^(mn). If N divides m, every term is 1 and the sum is N. Otherwise z = w^m differs from 1 while z^N = 1, so the geometric series gives

Σ_n z^n = (z^N − 1)/(z − 1) = 0.

The tactic `split_ifs` separates these two cases, and `geom_sum_eq` is the geometric series formula.

## Translation acts on P_k as a phase

```lean
/-- If `T^N = 1` with `N ≥ 1`, a translation multiplies `P_k` by the phase `w^k`. -/
theorem translation_mul_projector (hN : N ≠ 0) {T : A} (hT : T ^ N = 1) (k : ℤ) :
    T * momentumProjector N T k = blochPhase N ^ k • momentumProjector N T k := by
  let f : ℕ → A := fun n => blochPhase N ^ (-(k * (n : ℤ))) • T ^ n
  have hP : momentumProjector N T k = (N : ℂ)⁻¹ • ∑ n ∈ range N, f n := rfl
  -- translation moves each term to the next one
  have shift : ∀ n, T * f n = blochPhase N ^ k • f (n + 1) := by
    intro n
    have e : k + -(k * ((n + 1 : ℕ) : ℤ)) = -(k * (n : ℤ)) := by push_cast; ring
    change T * (blochPhase N ^ (-(k * (n : ℤ))) • T ^ n) =
      blochPhase N ^ k • (blochPhase N ^ (-(k * ((n + 1 : ℕ) : ℤ))) • T ^ (n + 1))
    rw [mul_smul_comm, ← pow_succ', smul_smul, ← zpow_add₀ (blochPhase_ne_zero N), e]
  -- the last term wraps round to the first
  have wrap : f N = f 0 := by
    have hp : blochPhase N ^ (-(k * (N : ℤ))) = 1 :=
      ((blochPhase_primitive hN).zpow_eq_one_iff_dvd _).2 ⟨-k, by ring⟩
    change blochPhase N ^ (-(k * (N : ℤ))) • T ^ N =
      blochPhase N ^ (-(k * ((0 : ℕ) : ℤ))) • T ^ 0
    rw [hp, hT]
    simp
  have hs : ∑ n ∈ range N, f (n + 1) = ∑ n ∈ range N, f n := by
    have h := sum_range_succ' f N
    rw [sum_range_succ, wrap] at h
    exact (add_right_cancel h).symm
  rw [hP, mul_smul_comm, mul_sum, sum_congr rfl (fun n _ => shift n), ← smul_sum, hs,
    smul_comm]
```

Write f_n = w^(−kn) T^n, so that P_k = (1/N) Σ_n f_n. Multiplication by T moves each term to the next:

T f_n = w^(−kn) T^(n+1) = w^k f_(n+1).

The last term wraps round, because f_N = w^(−kN) T^N = 1 = f_0. The sum of f_1, …, f_N therefore equals the sum of f_0, …, f_(N−1), and

T P_k = w^k P_k.

The steps named `shift`, `wrap` and `hs` in the proof are these three observations. The final `rw`, which rewrites with known equations, puts them together.

```lean
/-- If `T^N = 1` with `N ≥ 1`, a translation by `n` cells multiplies `P_k` by `w^(kn)`. -/
theorem translation_pow_mul_projector (hN : N ≠ 0) {T : A} (hT : T ^ N = 1) (k : ℤ) (n : ℕ) :
    T ^ n * momentumProjector N T k =
      blochPhase N ^ (k * (n : ℤ)) • momentumProjector N T k := by
  induction n with
  | zero => simp
  | succ n ih =>
    have e : k * ((n + 1 : ℕ) : ℤ) = k * (n : ℤ) + k := by push_cast; ring
    rw [pow_succ', mul_assoc, ih, mul_smul_comm, translation_mul_projector hN hT, smul_smul,
      ← zpow_add₀ (blochPhase_ne_zero N), e]
```

Repeating the translation gives T^n P_k = w^(kn) P_k. The proof is by induction: the case n = 0 is trivial, and

T^(n+1) P_k = T (w^(kn) P_k) = w^(k(n+1)) P_k.

## Orthogonality and completeness

```lean
/-- If `T^N = 1` with `N ≥ 1`, the product `P_k P_q` is `P_q` when `k` and `q` agree modulo `N`,
and zero otherwise. -/
theorem projector_mul_projector (hN : N ≠ 0) {T : A} (hT : T ^ N = 1) (k q : ℤ) :
    momentumProjector N T k * momentumProjector N T q =
      if k ≡ q [ZMOD N] then momentumProjector N T q else 0 := by
  have hk : momentumProjector N T k =
    (N : ℂ)⁻¹ • ∑ n ∈ range N, blochPhase N ^ (-(k * (n : ℤ))) • T ^ n := rfl
  -- each power of T acts on P_q as a phase, which leaves a Fourier sum in q - k
  have h : momentumProjector N T k * momentumProjector N T q =
      ((N : ℂ)⁻¹ * ∑ n ∈ range N, blochPhase N ^ ((q - k) * (n : ℤ))) •
        momentumProjector N T q := by
    rw [hk, smul_mul_assoc, sum_mul, mul_smul, sum_smul]
    congr 1
    refine sum_congr rfl fun n _ => ?_
    have e : -(k * (n : ℤ)) + q * (n : ℤ) = (q - k) * (n : ℤ) := by ring
    rw [smul_mul_assoc, translation_pow_mul_projector hN hT, smul_smul,
      ← zpow_add₀ (blochPhase_ne_zero N), e]
  rw [h, sum_blochPhase hN]
  by_cases hkq : k ≡ q [ZMOD N]
  · rw [if_pos hkq, if_pos hkq.dvd, inv_mul_cancel₀ (Nat.cast_ne_zero.2 hN), one_smul]
  · have hd : ¬ (N : ℤ) ∣ q - k := fun d => hkq (Int.modEq_iff_dvd.2 d)
    rw [if_neg hkq, if_neg hd, mul_zero, zero_smul]
```

The notation `k ≡ q [ZMOD N]` means that k and q agree modulo N. Inserting the definition of P_k and letting each power of T act on P_q leaves a number times P_q:

P_k P_q = (1/N) Σ_n w^(−kn) T^n P_q = [(1/N) Σ_n w^((q−k)n)] P_q.

By the Fourier sum, the bracket is 1 if N divides q − k and 0 otherwise. The step `h` is the displayed equation, and `by_cases` treats the two values of the bracket.

```lean
/-- For `N ≥ 1` the elements `P_k` with `0 ≤ k < N` add up to the identity. -/
theorem sum_projector (hN : N ≠ 0) (T : A) :
    ∑ k ∈ range N, momentumProjector N T (k : ℤ) = 1 := by
  simp only [momentumProjector]
  rw [← smul_sum, sum_comm]
  -- the sum over momenta keeps only the term without translation
  have h : ∀ n ∈ range N, ∑ k ∈ range N, blochPhase N ^ (-((k : ℤ) * (n : ℤ))) • T ^ n =
      if n = 0 then (N : ℂ) • (1 : A) else 0 := by
    intro n hn
    have e : ∀ k : ℕ, -((k : ℤ) * (n : ℤ)) = (-(n : ℤ)) * (k : ℤ) := fun k => by ring
    simp only [e]
    rw [← sum_smul, sum_blochPhase hN]
    by_cases h0 : n = 0
    · subst h0
      simp
    · have hd : ¬ (N : ℤ) ∣ -(n : ℤ) := by
        rw [dvd_neg, Int.natCast_dvd_natCast]
        exact fun d => not_le_of_gt (mem_range.1 hn) (Nat.le_of_dvd (Nat.pos_of_ne_zero h0) d)
      rw [if_neg hd, if_neg h0, zero_smul]
  rw [sum_congr rfl h, sum_ite_eq', if_pos (mem_range.2 (Nat.pos_of_ne_zero hN)), smul_smul,
    inv_mul_cancel₀ (Nat.cast_ne_zero.2 hN), one_smul]
```

Exchanging the two sums gives

Σ_k P_k = (1/N) Σ_n [Σ_k w^(−kn)] T^n.

For 0 < n < N the bracket vanishes, since N does not divide n. For n = 0 it equals N, which leaves T^0 = 1. The exchange is `sum_comm`, and `h` evaluates the bracket. This theorem has no hypothesis `hT`: completeness holds for every element T.

```lean
/-- If `T^N = 1` with `N ≥ 1`, the `P_k` satisfy `T P_k = w^k P_k`, are mutually orthogonal for
momenta that differ modulo `N`, are idempotent, and add up to the identity over `0 ≤ k < N`. -/
theorem momentum_projectors (hN : N ≠ 0) {T : A} (hT : T ^ N = 1) :
    (∀ k, T * momentumProjector N T k = blochPhase N ^ k • momentumProjector N T k) ∧
    (∀ k q, ¬ k ≡ q [ZMOD N] → momentumProjector N T k * momentumProjector N T q = 0) ∧
    (∀ k, momentumProjector N T k * momentumProjector N T k = momentumProjector N T k) ∧
    ∑ k ∈ range N, momentumProjector N T (k : ℤ) = 1 := by
  refine ⟨translation_mul_projector hN hT, fun k q h => ?_, fun k => ?_, sum_projector hN T⟩
  · rw [projector_mul_projector hN hT, if_neg h]
  · rw [projector_mul_projector hN hT, if_pos (Int.ModEq.refl k)]
```

The four properties are collected here, joined by `∧`, which means "and". Orthogonality and idempotence are the two cases of the product formula. "Orthogonal" means that the product is zero. The algebra carries no inner product or adjoint, so nothing is said about P_k being Hermitian. An individual P_k may also be zero, as happens for T = 1 and k not divisible by N.

```lean
/-- Spectral resolution: if `T^N = 1` with `N ≥ 1`, then `T^m = ∑_{k<N} w^(km) P_k`. -/
theorem translation_pow_eq_sum (hN : N ≠ 0) {T : A} (hT : T ^ N = 1) (m : ℕ) :
    T ^ m = ∑ k ∈ range N,
      blochPhase N ^ ((k : ℤ) * (m : ℤ)) • momentumProjector N T (k : ℤ) := by
  calc T ^ m = T ^ m * ∑ k ∈ range N, momentumProjector N T (k : ℤ) := by
        rw [sum_projector hN T, mul_one]
    _ = _ := by
        rw [mul_sum]
        exact sum_congr rfl fun k _ => translation_pow_mul_projector hN hT k m
```

Multiplying the completeness relation by T^m gives the spectral resolution

T^m = T^m Σ_k P_k = Σ_k w^(km) P_k.

The `calc` block follows this chain of equalities.

## States that obey the Bloch condition

```lean
/-- For a translation operator with `T^N = 1`, `N ≥ 1`, a state obeys the Bloch condition
`T ψ = w^k ψ` exactly when `P_k` leaves it unchanged. -/
theorem bloch_condition_iff {V : Type*} [AddCommGroup V] [Module ℂ V] (hN : N ≠ 0)
    {T : Module.End ℂ V} (hT : T ^ N = 1) (k : ℤ) (ψ : V) :
    T ψ = blochPhase N ^ k • ψ ↔ momentumProjector N T k ψ = ψ := by
  constructor
  · intro h
    have hp : ∀ n : ℕ, (T ^ n) ψ = blochPhase N ^ (k * (n : ℤ)) • ψ := by
      intro n
      induction n with
      | zero => simp
      | succ n ih =>
        have e : k * ((n + 1 : ℕ) : ℤ) = k * (n : ℤ) + k := by push_cast; ring
        rw [pow_succ', Module.End.mul_apply, ih, map_smul, h, smul_smul,
          ← zpow_add₀ (blochPhase_ne_zero N), e]
    -- all N terms of the projector contribute the same vector
    have ht : ∀ n ∈ range N, (blochPhase N ^ (-(k * (n : ℤ))) • T ^ n) ψ = ψ := by
      intro n _
      rw [LinearMap.smul_apply, hp, smul_smul, ← zpow_add₀ (blochPhase_ne_zero N),
        neg_add_cancel, zpow_zero, one_smul]
    rw [momentumProjector, LinearMap.smul_apply, LinearMap.sum_apply, sum_congr rfl ht,
      sum_const, card_range, ← Nat.cast_smul_eq_nsmul ℂ, smul_smul,
      inv_mul_cancel₀ (Nat.cast_ne_zero.2 hN), one_smul]
  · intro h
    have h2 : T (momentumProjector N T k ψ) = blochPhase N ^ k • momentumProjector N T k ψ :=
      congrArg (fun S : Module.End ℂ V => S ψ) (translation_mul_projector hN hT k)
    rwa [h] at h2
```

Now T is a linear operator on a complex vector space `V` of any dimension; `Module.End ℂ V` is the algebra of such operators. If Tψ = w^k ψ, then T^n ψ = w^(kn) ψ by induction, and

P_k ψ = (1/N) Σ_n w^(−kn) w^(kn) ψ = ψ.

Conversely, if P_k ψ = ψ, then Tψ = T P_k ψ = w^k P_k ψ = w^k ψ. The two bullets after `constructor` are these two directions.

No Hamiltonian appears, so this characterises eigenstates of translation and leaves open whether energy eigenstates can be chosen among them, which is the subject of Bloch's theorem. In calculations on a finite periodic chain, such projectors sort states by crystal momentum, so that a Hamiltonian commuting with T can be diagonalised one momentum at a time.

```lean
/-- The one-site translation `(Tψ)(j) = ψ(j+1)` of wave functions with sites labelled modulo
`N`. -/
def ringShift (N : ℕ) : Module.End ℂ (ZMod N → ℂ) :=
  LinearMap.funLeft ℂ ℂ (fun j : ZMod N => j + 1)
```

For N ≥ 1, `ZMod N` is the set of sites labelled modulo N, and a wave function assigns a complex number to each site. With the convention (Tψ)(j) = ψ(j+1), the plane wave ψ(j) = w^(kj) has eigenvalue w^k.

```lean
/-- The one-site translation satisfies `T^N = 1`, and no power `T^m` with `0 < m < N` is the
identity. -/
theorem ringShift_witness (N : ℕ) :
    ringShift N ^ N = 1 ∧ ∀ m, 0 < m → m < N → ringShift N ^ m ≠ 1 := by
  have hs : ∀ (n : ℕ) (ψ : ZMod N → ℂ) (j : ZMod N),
      (ringShift N ^ n) ψ j = ψ (j + (n : ZMod N)) := by
    intro n
    induction n with
    | zero => intro ψ j; simp
    | succ n ih =>
      intro ψ j
      rw [pow_succ', Module.End.mul_apply]
      change (ringShift N ^ n) ψ (j + 1) = _
      rw [ih]
      congr 1
      push_cast
      ring
  refine ⟨LinearMap.ext fun ψ => funext fun j => (hs N ψ j).trans (by simp), ?_⟩
  intro m hm hmN h
  -- a particle localised at site 0 is moved away from it
  have h1 := hs m (fun j => if j = 0 then 1 else 0) 0
  rw [h, Module.End.one_apply, zero_add] at h1
  have hne : (m : ZMod N) ≠ 0 := fun e =>
    not_le_of_gt hmN (Nat.le_of_dvd hm ((CharP.cast_eq_zero_iff (ZMod N) N m).1 e))
  simp [hne] at h1

end

end MomentumProjectors
```

This concrete translation satisfies the assumption T^N = 1, and no smaller positive power is the identity. By induction, (T^n ψ)(j) = ψ(j+n), which is the step `hs`. For n = N the site j+N is j again. For 0 < m < N, take ψ equal to 1 at site 0 and 0 elsewhere. Then (T^m ψ)(0) = ψ(m) = 0, whereas ψ(0) = 1, so T^m ≠ 1.

```lean
#print axioms MomentumProjectors.momentum_projectors
-- 'MomentumProjectors.momentum_projectors' depends on axioms: [propext, Classical.choice, Quot.sound]
#print axioms MomentumProjectors.translation_pow_eq_sum
-- 'MomentumProjectors.translation_pow_eq_sum' depends on axioms: [propext, Classical.choice, Quot.sound]
#print axioms MomentumProjectors.bloch_condition_iff
-- 'MomentumProjectors.bloch_condition_iff' depends on axioms: [propext, Classical.choice, Quot.sound]
```
